# Loudon's interpolated LO and TO frequencies in a one-oscillator uniaxial crystal: exact sum of squares, closed-form error in the product

Take a uniaxial polar crystal with one undamped polar mode per principal direction and the same high-frequency dielectric constant along and across the optic axis $z$. Let the phonon wavevector point at 45° to that axis, and neglect retardation. In arbitrary units, let the squared longitudinal frequencies be $L_z=8$ and $L_x=4$, and the squared transverse ones $T_z=5$ and $T_x=1$, where the subscript $x$ labels polarisation perpendicular to the axis; elsewhere $x$ is a squared frequency. The two extraordinary modes have squared frequencies $x$ that solve

$$\tfrac12(x-8)(x-1)+\tfrac12(x-4)(x-5)=x^2-9x+14=(x-7)(x-2)=0 .$$

Loudon's interpolation averages the longitudinal values to get $6$ and the transverse values to get $3$. The sum, $9$, is right. The product is $18$ instead of $14$, and the excess is $\tfrac14(8-4)(5-1)=4$. The interpolation is meant for crystals whose anisotropy is small compared with the LO–TO splitting. Here the anisotropy, $4$, exceeds the splitting, $3$, so that the error is easy to see.

## The sum, the product and the error of each branch

For a unit wavevector $q=(q_0,q_1,q_2)$ with the optic axis third, put $c=q_2^2$ and $s=q_0^2+q_1^2$, so that $c+s=1$. Loudon's squared frequencies are

$$l=cL_z+sL_x,\qquad t=sT_z+cT_x .$$

Let $x_1,x_2$ be the roots of the mode quadratic

$$p(x)=c(x-L_z)(x-T_x)+s(x-L_x)(x-T_z),$$

and write $\Delta=cs(L_z-L_x)(T_z-T_x)$. Then

$$l+t=x_1+x_2,\qquad lt-x_1x_2=\Delta .$$

If $x_2\le x_1$ and $t<l$, both $|x_1-l|$ and $|x_2-t|$ are at most $2|\Delta|/(l-t)$. In the example each error is $1$ and the bound is $8/3$.

## Angular dispersion in a phonon code

A density functional perturbation theory code obtains the direction dependence at the zone centre by adding a non-analytic term to the dynamical matrix and diagonalising. For this harmonic model, with $L_z\ge T_z$ and $L_x\ge T_x$, the block for polarisation in the plane of $q$ and the optic axis is

$$\begin{pmatrix}T_x&0\\0&T_z\end{pmatrix}+vv^{\mathsf T},\qquad v=\begin{pmatrix}\sqrt{s(L_x-T_x)}\\ \sqrt{c(L_z-T_z)}\end{pmatrix}.$$

Expanding its characteristic determinant gives $p(x)$. In the example the matrix has diagonal entries $2.5$ and $6.5$ and off-diagonal entry $1.5$, hence trace $9$ and determinant $14$.

A script that draws the angular dispersion from the four principal values alone, using $l$ and $t$, replaces this diagonalisation by an interpolation. Within the model, when $t<l$, the cost in squared frequency is at most $2|\Delta|/(l-t)$ on each branch; the actual error can be well below this bound, as in the example. Comparing sums of squared frequencies cannot reveal the error, since in the model these sums agree, whereas the products differ whenever $\Delta\neq0$.

The wavevector must be normalised first. With $q=(1,0,1)$ inserted as it stands, the roots of $p$ are still $7$ and $2$, but the interpolation returns $12$ and $6$.

## From the dielectric tensor to the error bound

**The quadratic.** Each principal dielectric function is $e(x-L)/(x-T)$, with a common high-frequency constant $e\neq0$. A longitudinal field along $q$ without free charge requires $q\cdot\varepsilon(x)q=0$, that is,

$$s\,e\,\frac{x-L_x}{x-T_x}+c\,e\,\frac{x-L_z}{x-T_z}=0 .$$

Multiplying by $(x-T_x)(x-T_z)$, which is nonzero away from the poles, gives $e\,p(x)=0$.

**Real roots.** Since $c+s=1$, $p(x)=x^2-Sx+P$ with

$$S=c(L_z+T_x)+s(L_x+T_z),\qquad P=cL_zT_x+sL_xT_z .$$

For any $y$, $S^2-4P=(2y-S)^2-4p(y)$. Suppose $c,s\ge0$, $L_z\ge T_z$ and $L_x\ge T_x$. If $T_z\ge T_x$, take $y=T_z$: then $p(T_z)=-c(L_z-T_z)(T_z-T_x)\le0$. Otherwise take $y=T_x$: then $p(T_x)=-s(L_x-T_x)(T_x-T_z)\le0$. Either way the discriminant is nonnegative.

**Sum and product.** Comparing coefficients, $x_1+x_2=S=l+t$ and $x_1x_2=P$. Expanding,

$$lt=c^2L_zT_x+s^2L_xT_z+cs(L_zT_z+L_xT_x).$$

Because $c^2-c=s^2-s=-cs$, subtracting $P$ leaves

$$lt-P=cs(L_zT_z+L_xT_x-L_zT_x-L_xT_z)=\Delta .$$

**Splitting.** From $(x_1-x_2)^2=(x_1+x_2)^2-4x_1x_2$ it follows that

$$(x_1-x_2)^2=(l-t)^2+4\Delta .$$

Loudon's pair is therefore too close together when $\Delta>0$ and too far apart when $\Delta<0$.

**Exactness.** If the two pairs coincide, their products agree and $\Delta=0$. Conversely, $(l-x_1)(l-x_2)=x_1x_2-lt=-\Delta$, so $\Delta=0$ makes $l$ a root, and the sum makes $t$ the other. This happens exactly when $c=0$, $s=0$, $L_z=L_x$ or $T_z=T_x$.

**Error bound.** Replacing $x_1+x_2$ by $l+t$ gives

$$(x_1-l)(x_1-t)=lt-x_1x_2=\Delta .$$

The upper root is at least the common mean $(l+t)/2$, so $x_1-t\ge(l-t)/2>0$. Dividing gives $|x_1-l|\le2|\Delta|/(l-t)$. Equal sums make $x_2-t=-(x_1-l)$, so the other branch has the same error.

## The Lean file

```lean
import Mathlib

open Matrix

namespace LoudonInterpolation

noncomputable section

/-- Squared longitudinal (`L`) and transverse (`T`) optical frequencies of a uniaxial crystal,
for polarisation along the optic axis (`z`) and perpendicular to it (`x`). -/
structure UniaxialCrystal where
  Lz : ℝ
  Lx : ℝ
  Tz : ℝ
  Tx : ℝ

/-- One-oscillator dielectric function at squared frequency `x`, with high-frequency
constant `e`, zero at `L` and pole at `T`. -/
def oscillator (e L T x : ℝ) : ℝ := e * (x - L) / (x - T)

namespace UniaxialCrystal

/-- Dielectric tensor in the principal axes, the optic axis being the third one. -/
def dielectricTensor (K : UniaxialCrystal) (e x : ℝ) : Matrix (Fin 3) (Fin 3) ℝ :=
  Matrix.diagonal ![oscillator e K.Lx K.Tx x, oscillator e K.Lx K.Tx x,
    oscillator e K.Lz K.Tz x]

/-- The quadratic in the squared frequency `x` for the extraordinary modes, with directional
weights `c` (along the optic axis) and `s` (perpendicular to it). -/
def modePoly (K : UniaxialCrystal) (c s x : ℝ) : ℝ :=
  (x - K.Lz) * (x - K.Tx) * c + (x - K.Lx) * (x - K.Tz) * s

/-- Loudon's interpolated squared frequency of the quasi-longitudinal mode. -/
def loudonL (K : UniaxialCrystal) (c s : ℝ) : ℝ := c * K.Lz + s * K.Lx

/-- Loudon's interpolated squared frequency of the quasi-transverse mode. -/
def loudonT (K : UniaxialCrystal) (c s : ℝ) : ℝ := s * K.Tz + c * K.Tx

/-- Away from the transverse poles, the dielectric tensor has vanishing longitudinal component
along `q` exactly when the squared frequency is a root of the mode quadratic. -/
theorem longitudinal_iff_modePoly (K : UniaxialCrystal) (q : Fin 3 → ℝ) {e x : ℝ}
    (he : e ≠ 0) (hz : x ≠ K.Tz) (hx : x ≠ K.Tx) :
    q ⬝ᵥ (K.dielectricTensor e x *ᵥ q) = 0 ↔
      K.modePoly (q 2 ^ 2) (q 0 ^ 2 + q 1 ^ 2) x = 0 := by
  have hz' : x - K.Tz ≠ 0 := sub_ne_zero.mpr hz
  have hx' : x - K.Tx ≠ 0 := sub_ne_zero.mpr hx
  have expand : q ⬝ᵥ (K.dielectricTensor e x *ᵥ q) =
      q 0 * (oscillator e K.Lx K.Tx x * q 0) + q 1 * (oscillator e K.Lx K.Tx x * q 1)
        + q 2 * (oscillator e K.Lz K.Tz x * q 2) := by
    simp [dielectricTensor, dotProduct, Matrix.mulVec_diagonal, Fin.sum_univ_three]
  -- clearing the two poles leaves the quadratic
  have key : (q ⬝ᵥ (K.dielectricTensor e x *ᵥ q)) * ((x - K.Tz) * (x - K.Tx)) =
      e * K.modePoly (q 2 ^ 2) (q 0 ^ 2 + q 1 ^ 2) x := by
    rw [expand]
    unfold oscillator modePoly
    field_simp
    ring
  constructor
  · intro h
    rw [h, zero_mul] at key
    exact (mul_eq_zero.mp key.symm).resolve_left he
  · intro h
    rw [h, mul_zero] at key
    exact (mul_eq_zero.mp key).resolve_right (mul_ne_zero hz' hx')

/-- If neither longitudinal frequency lies below its transverse partner, the mode quadratic
has two real roots, counted with multiplicity, for every direction. -/
theorem exists_modes (K : UniaxialCrystal) {c s : ℝ} (hc : 0 ≤ c) (hs : 0 ≤ s)
    (hcs : c + s = 1) (hz : K.Tz ≤ K.Lz) (hx : K.Tx ≤ K.Lx) :
    ∃ x1 x2 : ℝ, x2 ≤ x1 ∧ ∀ x, K.modePoly c s x = (x - x1) * (x - x2) := by
  obtain rfl : s = 1 - c := by linarith
  let S : ℝ := c * (K.Lz + K.Tx) + (1 - c) * (K.Lx + K.Tz)
  let P : ℝ := c * (K.Lz * K.Tx) + (1 - c) * (K.Lx * K.Tz)
  -- the quadratic is nonpositive at the larger transverse value
  have hD : 0 ≤ S ^ 2 - 4 * P := by
    rcases le_total K.Tx K.Tz with h | h
    · have h1 := mul_nonneg (mul_nonneg hc (sub_nonneg.mpr hz)) (sub_nonneg.mpr h)
      have h2 : S ^ 2 - 4 * P = (2 * K.Tz - S) ^ 2
          + 4 * (c * (K.Lz - K.Tz) * (K.Tz - K.Tx)) := by
        simp only [S, P]; ring
      rw [h2]
      linarith [sq_nonneg (2 * K.Tz - S)]
    · have h1 := mul_nonneg (mul_nonneg hs (sub_nonneg.mpr hx)) (sub_nonneg.mpr h)
      have h2 : S ^ 2 - 4 * P = (2 * K.Tx - S) ^ 2
          + 4 * ((1 - c) * (K.Lx - K.Tx) * (K.Tx - K.Tz)) := by
        simp only [S, P]; ring
      rw [h2]
      linarith [sq_nonneg (2 * K.Tx - S)]
  obtain ⟨r, hr0, hr⟩ : ∃ r : ℝ, 0 ≤ r ∧ r ^ 2 = S ^ 2 - 4 * P :=
    ⟨Real.sqrt (S ^ 2 - 4 * P), Real.sqrt_nonneg _, Real.sq_sqrt hD⟩
  refine ⟨(S + r) / 2, (S - r) / 2, by linarith, fun x => ?_⟩
  have hpoly : K.modePoly c (1 - c) x = x ^ 2 - S * x + P := by
    simp only [modePoly, S, P]; ring
  rw [hpoly]
  linear_combination (1 / 4) * hr

/-- Loudon's squared frequencies have the same sum as the exact ones, and their product
differs from the exact product by `c s (Lz - Lx) (Tz - Tx)`. -/
theorem loudon_sum_and_product (K : UniaxialCrystal) {c s x1 x2 : ℝ} (hcs : c + s = 1)
    (h : ∀ x, K.modePoly c s x = (x - x1) * (x - x2)) :
    K.loudonL c s + K.loudonT c s = x1 + x2 ∧
      K.loudonL c s * K.loudonT c s - x1 * x2 =
        c * s * (K.Lz - K.Lx) * (K.Tz - K.Tx) := by
  obtain rfl : s = 1 - c := by linarith
  -- two values of the quadratic determine the sum and product of its roots
  have h0 := h 0
  have h1 := h 1
  unfold modePoly at h0 h1
  unfold loudonL loudonT
  constructor
  · linear_combination h0 - h1
  · linear_combination h0

/-- The squared exact splitting equals the squared Loudon splitting plus
`4 c s (Lz - Lx) (Tz - Tx)`. -/
theorem splitting_sq (K : UniaxialCrystal) {c s x1 x2 : ℝ} (hcs : c + s = 1)
    (h : ∀ x, K.modePoly c s x = (x - x1) * (x - x2)) :
    (x1 - x2) ^ 2 = (K.loudonL c s - K.loudonT c s) ^ 2
      + 4 * (c * s * (K.Lz - K.Lx) * (K.Tz - K.Tx)) := by
  obtain ⟨hsum, hprod⟩ := K.loudon_sum_and_product hcs h
  linear_combination 4 * hprod - (K.loudonL c s + K.loudonT c s + x1 + x2) * hsum

/-- Loudon's pair coincides with the exact pair if and only if one directional weight vanishes
or the longitudinal or the transverse frequencies are isotropic. -/
theorem loudon_exact_iff (K : UniaxialCrystal) {c s x1 x2 : ℝ} (hcs : c + s = 1)
    (h : ∀ x, K.modePoly c s x = (x - x1) * (x - x2)) :
    ((K.loudonL c s = x1 ∧ K.loudonT c s = x2) ∨
      (K.loudonL c s = x2 ∧ K.loudonT c s = x1)) ↔
      (c = 0 ∨ s = 0 ∨ K.Lz = K.Lx ∨ K.Tz = K.Tx) := by
  obtain ⟨hsum, hprod⟩ := K.loudon_sum_and_product hcs h
  constructor
  · intro hpair
    have hz : c * s * (K.Lz - K.Lx) * (K.Tz - K.Tx) = 0 := by
      rw [← hprod]
      rcases hpair with ⟨h1, h2⟩ | ⟨h1, h2⟩ <;> rw [h1, h2] <;> ring
    simpa only [mul_eq_zero, sub_eq_zero, or_assoc] using hz
  · intro hcase
    have hz : c * s * (K.Lz - K.Lx) * (K.Tz - K.Tx) = 0 := by
      rcases hcase with h1 | h1 | h1 | h1 <;> rw [h1] <;> ring
    -- Loudon's longitudinal value is then a root of the quadratic
    have hroot : (K.loudonL c s - x1) * (K.loudonL c s - x2) = 0 := by
      linear_combination K.loudonL c s * hsum - hprod - hz
    rcases mul_eq_zero.mp hroot with h1 | h1
    · exact Or.inl ⟨by linarith, by linarith⟩
    · exact Or.inr ⟨by linarith, by linarith⟩

/-- When Loudon's longitudinal value lies above his transverse one, the error of each squared
frequency is at most `2 |c s (Lz - Lx) (Tz - Tx)|` divided by the Loudon splitting. -/
theorem loudon_error_bound (K : UniaxialCrystal) {c s x1 x2 : ℝ} (hcs : c + s = 1)
    (h : ∀ x, K.modePoly c s x = (x - x1) * (x - x2)) (hord : x2 ≤ x1)
    (hlt : K.loudonT c s < K.loudonL c s) :
    |x1 - K.loudonL c s| ≤ 2 * |c * s * (K.Lz - K.Lx) * (K.Tz - K.Tx)| /
        (K.loudonL c s - K.loudonT c s) ∧
      |x2 - K.loudonT c s| ≤ 2 * |c * s * (K.Lz - K.Lx) * (K.Tz - K.Tx)| /
        (K.loudonL c s - K.loudonT c s) := by
  obtain ⟨hsum, hprod⟩ := K.loudon_sum_and_product hcs h
  have key : (x1 - K.loudonL c s) * (x1 - K.loudonT c s) =
      c * s * (K.Lz - K.Lx) * (K.Tz - K.Tx) := by
    linear_combination hprod - x1 * hsum
  -- the upper root lies above the common mean of both pairs
  have hgap : K.loudonL c s - K.loudonT c s ≤ 2 * (x1 - K.loudonT c s) := by linarith
  have hpos : 0 < x1 - K.loudonT c s := by linarith
  have hb : |x1 - K.loudonL c s| ≤ 2 * |c * s * (K.Lz - K.Lx) * (K.Tz - K.Tx)| /
      (K.loudonL c s - K.loudonT c s) := by
    rw [le_div_iff₀ (sub_pos.mpr hlt), ← key, abs_mul, abs_of_pos hpos]
    linarith [mul_le_mul_of_nonneg_left hgap (abs_nonneg (x1 - K.loudonL c s))]
  refine ⟨hb, ?_⟩
  -- the two errors are opposite because the sums agree
  have hopp : x2 - K.loudonT c s = -(x1 - K.loudonL c s) := by linarith
  rw [hopp, abs_neg]
  exact hb

end UniaxialCrystal

end

end LoudonInterpolation
```

```lean
#print axioms LoudonInterpolation.UniaxialCrystal.loudon_sum_and_product
-- 'LoudonInterpolation.UniaxialCrystal.loudon_sum_and_product' depends on axioms: [propext, Classical.choice, Quot.sound]
#print axioms LoudonInterpolation.UniaxialCrystal.splitting_sq
-- 'LoudonInterpolation.UniaxialCrystal.splitting_sq' depends on axioms: [propext, Classical.choice, Quot.sound]
#print axioms LoudonInterpolation.UniaxialCrystal.loudon_exact_iff
-- 'LoudonInterpolation.UniaxialCrystal.loudon_exact_iff' depends on axioms: [propext, Classical.choice, Quot.sound]
#print axioms LoudonInterpolation.UniaxialCrystal.loudon_error_bound
-- 'LoudonInterpolation.UniaxialCrystal.loudon_error_bound' depends on axioms: [propext, Classical.choice, Quot.sound]
```

## How the theorems read, and where the model ends

`UniaxialCrystal` holds four real numbers, all squared frequencies. `dielectricTensor` is the diagonal $3\times3$ matrix of `oscillator` functions, and `modePoly`, `loudonL` and `loudonT` are $p$, $l$ and $t$.

`longitudinal_iff_modePoly` links the tensor to the quadratic for any real `q`, normalised or not. Its `key` step clears the denominators with `field_simp` and `ring`. It assumes $e\neq0$ and excludes $x=T_z$ and $x=T_x$, although a root of $p$ can sit there: for $c=0$ the quadratic has the root $T_z$, a purely transverse mode that a search for zeros of $q\cdot\varepsilon q$ misses.

`exists_modes` supplies the two real roots. Its two cases are the choices of $y$ above, and the roots are built with `Real.sqrt`. The conditions `K.Tz ≤ K.Lz` and `K.Tx ≤ K.Lx` stand for nonnegative oscillator strengths and are assumed. Without the second, take $c=s=\tfrac12$, $L_z=T_x=3$ and $L_x=T_z=1$: the quadratic becomes $x^2-4x+5$, which has no real root.

The remaining theorems assume $c+s=1$ and take the factorisation as the hypothesis `h`, for all real `x`. They need neither the ordering of the $L$ and $T$ values nor nonnegative weights:

- `loudon_sum_and_product` evaluates `h` at 0 and 1. The value at 0 gives the product, and the difference of the two values gives the sum; `linear_combination` does the expansion.
- `splitting_sq` combines those two identities algebraically.
- `loudon_exact_iff` allows either assignment of $l$ and $t$ to the roots, because it assumes no order between $l$ and $t$ or between $x_1$ and $x_2$. Its reverse direction uses `hroot`, the statement that $l$ is a root.
- `loudon_error_bound` adds `hord` and `hlt`, the two orderings in the bound. Its `key` is the product $(x_1-l)(x_1-t)=\Delta$, `hgap` is the comparison with the mean, and `hopp` transfers the estimate to the lower branch.

The model is undamped and electrostatic, so it omits phonon-polariton retardation. It has one oscillator per principal direction; several polar modes of the same symmetry would give a polynomial of higher degree. It also uses the same $e$ along and across the axis. With different constants $e_z,e_x>0$, the same clearing of denominators gives weights proportional to $e_zc$ and $e_xs$, which must be rescaled to sum to one and used in $l$, $t$ and $\Delta$ as well. The theorems concern exact real numbers, so rounding and convergence errors in computed frequencies come on top of the bound.
